# The Hammes-Schiffer–Tully overlap formula gives the midpoint coupling to second order for smooth real orthonormal states

The Hammes-Schiffer–Tully formula builds a coupling from the antisymmetrised overlaps of electronic states at times t and t+h, and a surface-hopping code that uses it must decide to which time that number belongs. For smooth real orthonormal states, the error is in general of first order in h if the number is assigned to t. Assigned to t+h/2, the same number has an error of order h².

## The overlap formula and its error

Let the columns of a real n × n matrix U(t) be orthonormal electronic states, written in a fixed orthonormal basis, so that UᵀU = 1, and let every entry be three times continuously differentiable. With a prime for the time derivative, the coupling is

d = UᵀU′, or d_ij = Σ_k U_ki U′_kj.

For each fixed t and each pair i, j, as h → 0 with h ≠ 0,

[(U(t)ᵀU(t+h) − U(t+h)ᵀU(t))/(2h)]_ij = d_ij(t+h/2) + O(h²).

This d is the time-derivative coupling, a number for each pair of states. The name "derivative coupling" often means instead the vector with derivatives with respect to the nuclear positions in place of the time derivative; its product with the nuclear velocities gives d.

## Where the midpoint enters a propagation

In surface hopping and Ehrenfest dynamics in the adiabatic basis, d appears as the term −Σ_j d_ij c_j in the equation of motion for the amplitude c_i. For smooth real states in a fixed finite basis, the result says that an integrator should treat the overlap value as belonging to the middle of the nuclear step, including when it interpolates couplings for shorter electronic steps.

A two-state example shows the size of the effect. Let the states be φ₀ = (cos θ, sin θ) and φ₁ = (−sin θ, cos θ) with θ = t², so that d₁₀ = θ′ = 2t. For a step from t = 0 with h = 0.1, the formula gives

sin(θ(h) − θ(0))/h = sin(0.01)/0.1 ≈ 0.099998.

The exact coupling is 0 at the start, 0.1 at the midpoint and 0.2 at the end.

## Why the second-order terms cancel

Start with Taylor remainders. If f(0) = 0 and |f′(x)| ≤ C|x|^m near 0, the mean value inequality gives |f(x)| ≤ C|x|^(m+1). The remainder f(t+h) − f(t) − h f′(t) vanishes at h = 0 and has derivative f′(t+h) − f′(t) = O(h), so it is O(h²). Subtracting (h²/2) f″(t) as well leaves a remainder whose derivative is the first-order remainder of f′, so it is O(h³).

Now fix k and write u = U_ki, v = U_kj. Expanding u(t+h) and v(t+h) to second order, with all functions on the right taken at t, gives

u(t)v(t+h) − u(t+h)v(t) = h(uv′ − vu′) + (h²/2)(uv″ − vu″) + O(h³).

Let W = uv′ − vu′. Its derivative is

W′ = u′v′ + uv″ − v′u′ − vu″ = uv″ − vu″,

and therefore

h W(t+h/2) = hW(t) + (h²/2)W′(t) + O(h³).

The two right-hand sides agree up to O(h³). Summing over k gives

[U(t)ᵀU(t+h) − U(t+h)ᵀU(t)]_ij = h(d_ij − d_ji)(t+h/2) + O(h³).

Differentiating Σ_k U_ki U_kj = constant gives d_ji + d_ij = 0. Thus d_ij − d_ji = 2d_ij, and division by 2h gives the result.

The order cannot be improved for all such families. For θ = t, the overlaps are φ₁(t)·φ₀(t+h) = sin h and φ₁(t+h)·φ₀(t) = −sin h, so the formula gives sin h/h where the exact coupling is 1. Since sin h ≤ h − h³/6 + h⁵/120, the error is at least h²/10 for 0 < h ≤ 1.

## The Lean file

```lean
import Mathlib

open Filter Topology Asymptotics Matrix

namespace HammesSchifferTully

noncomputable section

variable {n : Type*} [Fintype n]

/-- The entrywise time derivative of a family of matrices. -/
def velocity (U : ℝ → Matrix n n ℝ) (t : ℝ) : Matrix n n ℝ :=
  Matrix.of fun i j => deriv (fun s => U s i j) t

/-- The derivative coupling matrix `d = Uᵀ U'`. -/
def coupling (U : ℝ → Matrix n n ℝ) (t : ℝ) : Matrix n n ℝ :=
  (U t)ᵀ * velocity U t

/-- The Hammes-Schiffer-Tully overlap formula for the coupling, from the states at
times `t` and `t + h`, for a time step `h ≠ 0`. -/
def hst (U : ℝ → Matrix n n ℝ) (t h : ℝ) : Matrix n n ℝ :=
  (2 * h)⁻¹ • ((U t)ᵀ * U (t + h) - (U (t + h))ᵀ * U t)

/-- The derivative coupling of a differentiable family of orthogonal matrices is
antisymmetric. -/
theorem coupling_transpose [DecidableEq n] {U : ℝ → Matrix n n ℝ}
    (hd : ∀ i j, Differentiable ℝ fun s => U s i j)
    (hO : ∀ t, (U t)ᵀ * U t = 1) (t : ℝ) :
    (coupling U t)ᵀ = -coupling U t := by
  ext i j
  -- differentiate the orthonormality relation
  have h1 : HasDerivAt (fun s => ∑ k, U s k i * U s k j)
      (∑ k, (deriv (fun s => U s k i) t * U t k j
        + U t k i * deriv (fun s => U s k j) t)) t :=
    HasDerivAt.fun_sum fun k _ => (hd k i t).hasDerivAt.fun_mul (hd k j t).hasDerivAt
  have h2 : (fun s => ∑ k, U s k i * U s k j) = fun _ => (1 : Matrix n n ℝ) i j := by
    funext s
    have := congrFun (congrFun (hO s) i) j
    simpa only [Matrix.mul_apply, Matrix.transpose_apply] using this
  rw [h2] at h1
  have h3 := h1.unique (hasDerivAt_const t _)
  rw [Finset.sum_add_distrib] at h3
  have e : ∑ k, U t k j * deriv (fun s => U s k i) t
      = ∑ k, deriv (fun s => U s k i) t * U t k j :=
    Finset.sum_congr rfl fun k _ => mul_comm _ _
  simp only [coupling, velocity, Matrix.transpose_apply, Matrix.neg_apply,
    Matrix.mul_apply, Matrix.of_apply]
  linarith

/-- A differentiable function that vanishes at zero and has a derivative of order `xᵐ`
is itself of order `xᵐ⁺¹`. -/
theorem isBigO_of_deriv {f f' : ℝ → ℝ} {m : ℕ} (hf : ∀ x, HasDerivAt f (f' x) x)
    (h0 : f 0 = 0) (hO : f' =O[𝓝 0] fun x => x ^ m) :
    f =O[𝓝 0] fun x => x ^ (m + 1) := by
  obtain ⟨C, hC0, hC⟩ := hO.exists_nonneg
  obtain ⟨ε, hε, hb⟩ := Metric.eventually_nhds_iff.mp hC.bound
  refine IsBigO.of_bound C ?_
  filter_upwards [Metric.ball_mem_nhds (0 : ℝ) hε] with x hx
  have hx' : |x| < ε := by simpa using hx
  -- mean value inequality on the interval of radius |x|
  have bound : ∀ y ∈ Metric.closedBall (0 : ℝ) |x|, ‖f' y‖ ≤ C * |x| ^ m := by
    intro y hy
    have hy' : |y| ≤ |x| := by simpa using hy
    have h1 : ‖f' y‖ ≤ C * ‖y ^ m‖ := hb (by simpa using lt_of_le_of_lt hy' hx')
    rw [norm_pow, Real.norm_eq_abs y] at h1
    exact h1.trans (mul_le_mul_of_nonneg_left
      (pow_le_pow_left₀ (abs_nonneg y) hy' m) hC0)
  have key := Convex.norm_image_sub_le_of_norm_hasDerivWithin_le
    (fun y _ => (hf y).hasDerivWithinAt) bound (convex_closedBall (0 : ℝ) |x|)
    (show (0 : ℝ) ∈ Metric.closedBall (0 : ℝ) |x| by simp)
    (show x ∈ Metric.closedBall (0 : ℝ) |x| by simp)
  rw [h0, sub_zero, sub_zero, Real.norm_eq_abs x] at key
  rw [norm_pow, Real.norm_eq_abs x, pow_succ, ← mul_assoc]
  exact key

/-- First-order Taylor expansion with an error of order `h²`, for a differentiable
function whose derivative is differentiable at `t`. -/
theorem taylor_one {f f1 : ℝ → ℝ} {t : ℝ} (hf : ∀ x, HasDerivAt f (f1 x) x)
    (h1 : DifferentiableAt ℝ f1 t) :
    (fun h => f (t + h) - f t - h * f1 t) =O[𝓝 0] fun h => h ^ 2 := by
  refine isBigO_of_deriv (m := 1) (f' := fun h => f1 (t + h) - f1 t) (fun x => ?_)
    (by simp) ?_
  · exact ((((hf (t + x)).comp_const_add t x).sub_const (f t)).fun_sub
      ((hasDerivAt_id' x).mul_const (f1 t))).congr_deriv (by ring)
  · have ht : Tendsto (fun h : ℝ => t + h) (𝓝 0) (𝓝 t) :=
      (by fun_prop : Continuous fun h : ℝ => t + h).tendsto' 0 t (by simp)
    simpa [Function.comp_def] using h1.isBigO_sub.comp_tendsto ht

/-- Second-order Taylor expansion with an error of order `h³`, for a twice differentiable
function whose second derivative is differentiable at `t`. -/
theorem taylor_two {f f1 f2 : ℝ → ℝ} {t : ℝ} (hf : ∀ x, HasDerivAt f (f1 x) x)
    (hf1 : ∀ x, HasDerivAt f1 (f2 x) x) (h2 : DifferentiableAt ℝ f2 t) :
    (fun h => f (t + h) - f t - h * f1 t - h ^ 2 * (f2 t / 2)) =O[𝓝 0]
      fun h => h ^ 3 := by
  refine isBigO_of_deriv (m := 2) (fun x => ?_) (by simp) (taylor_one hf1 h2)
  exact (((((hf (t + x)).comp_const_add t x).sub_const (f t)).fun_sub
    ((hasDerivAt_id' x).mul_const (f1 t))).fun_sub
    ((hasDerivAt_pow 2 x).mul_const (f2 t / 2))).congr_deriv (by norm_num; ring)

/-- For two amplitudes `u`, `v`, twice differentiable with second derivatives differentiable
at `t`, the antisymmetrised overlap `u(t) v(t+h) - u(t+h) v(t)` is `h (u v' - v u')` taken at
the midpoint, up to order `h³`. -/
theorem midpoint_pair {u u1 u2 v v1 v2 : ℝ → ℝ} {t : ℝ}
    (hu : ∀ x, HasDerivAt u (u1 x) x) (hu1 : ∀ x, HasDerivAt u1 (u2 x) x)
    (hu2 : DifferentiableAt ℝ u2 t)
    (hv : ∀ x, HasDerivAt v (v1 x) x) (hv1 : ∀ x, HasDerivAt v1 (v2 x) x)
    (hv2 : DifferentiableAt ℝ v2 t) :
    (fun h => u t * v (t + h) - u (t + h) * v t
      - h * (u (t + h / 2) * v1 (t + h / 2) - v (t + h / 2) * u1 (t + h / 2)))
      =O[𝓝 0] fun h => h ^ 3 := by
  -- the first-derivative products cancel in the derivative of u v' - v u'
  have hW := taylor_one (t := t) (f := fun x => u x * v1 x - v x * u1 x)
    (f1 := fun x => u x * v2 x - v x * u2 x)
    (fun x => (((hu x).fun_mul (hv1 x)).fun_sub
      ((hv x).fun_mul (hu1 x))).congr_deriv (by ring))
    (((hu t).differentiableAt.mul hv2).sub ((hv t).differentiableAt.mul hu2))
  have ht : Tendsto (fun h : ℝ => h / 2) (𝓝 0) (𝓝 0) :=
    (by fun_prop : Continuous fun h : ℝ => h / 2).tendsto' 0 0 (by simp)
  have hs : (fun h : ℝ => (h / 2) ^ 2) =O[𝓝 0] fun h => h ^ 2 := by
    refine IsBigO.of_bound 1 (Eventually.of_forall fun h => ?_)
    rw [Real.norm_of_nonneg (sq_nonneg (h / 2)), Real.norm_of_nonneg (sq_nonneg h)]
    nlinarith [sq_nonneg h]
  have hm := (isBigO_refl (fun h : ℝ => h) (𝓝 0)).mul ((hW.comp_tendsto ht).trans hs)
  have hm' := hm.congr_right (g₂ := fun h : ℝ => h ^ 3) (fun h => by ring)
  refine ((((taylor_two hv hv1 hv2).const_mul_left (u t)).sub
    ((taylor_two hu hu1 hu2).const_mul_left (v t))).sub hm').congr_left ?_
  intro h
  simp only [Function.comp_apply]
  ring

/-- For a three times continuously differentiable family of real orthogonal matrices, the
Hammes-Schiffer-Tully formula gives the derivative coupling at the midpoint of the time step,
with an error of order `h²` in every entry. -/
theorem hst_midpoint [DecidableEq n] {U : ℝ → Matrix n n ℝ}
    (hU : ∀ i j, ContDiff ℝ 3 fun s => U s i j)
    (hO : ∀ t, (U t)ᵀ * U t = 1) (t : ℝ) (i j : n) :
    (fun h => hst U t h i j - coupling U (t + h / 2) i j) =O[𝓝[≠] 0]
      fun h => h ^ 2 := by
  have d0 : ∀ a b, Differentiable ℝ fun s => U s a b := fun a b =>
    (hU a b).differentiable (by norm_num)
  have d1 : ∀ a b, Differentiable ℝ (deriv fun s => U s a b) := fun a b => by
    have := (hU a b).differentiable_iteratedDeriv 1
      (by exact_mod_cast (by norm_num : (1 : ℕ) < 3))
    rwa [iteratedDeriv_one] at this
  have d2 : ∀ a b, Differentiable ℝ (deriv (deriv fun s => U s a b)) := fun a b => by
    have := (hU a b).differentiable_iteratedDeriv 2
      (by exact_mod_cast (by norm_num : (2 : ℕ) < 3))
    rwa [iteratedDeriv_succ, iteratedDeriv_one] at this
  -- sum the scalar estimate over the basis index
  have hs : (fun h => ∑ k, (U t k i * U (t + h) k j - U (t + h) k i * U t k j
      - h * (U (t + h / 2) k i * deriv (fun s => U s k j) (t + h / 2)
        - U (t + h / 2) k j * deriv (fun s => U s k i) (t + h / 2))))
      =O[𝓝 0] fun h => h ^ 3 :=
    (IsBigO.sum (s := (Finset.univ : Finset n)) fun k _ => midpoint_pair
      (u := fun s => U s k i) (v := fun s => U s k j)
      (fun x => (d0 k i x).hasDerivAt) (fun x => (d1 k i x).hasDerivAt) (d2 k i t)
      (fun x => (d0 k j x).hasDerivAt) (fun x => (d1 k j x).hasDerivAt)
      (d2 k j t)).congr_left (fun h => by simp only [Finset.sum_apply])
  obtain ⟨C, hC⟩ := hs.bound
  refine IsBigO.of_bound (C / 2) ?_
  filter_upwards [hC.filter_mono nhdsWithin_le_nhds, self_mem_nhdsWithin] with h hb hne
  have hh : h ≠ 0 := hne
  have e1 : ∑ k, (U t k i * U (t + h) k j - U (t + h) k i * U t k j
      - h * (U (t + h / 2) k i * deriv (fun s => U s k j) (t + h / 2)
        - U (t + h / 2) k j * deriv (fun s => U s k i) (t + h / 2)))
      = ((U t)ᵀ * U (t + h)) i j - ((U (t + h))ᵀ * U t) i j
        - h * (coupling U (t + h / 2) i j - coupling U (t + h / 2) j i) := by
    simp only [coupling, velocity, Matrix.mul_apply, Matrix.transpose_apply,
      Matrix.of_apply, Finset.sum_sub_distrib, ← Finset.mul_sum]
  -- antisymmetry turns the midpoint bracket into twice the coupling
  have e2 : coupling U (t + h / 2) j i = -coupling U (t + h / 2) i j :=
    congrFun (congrFun (coupling_transpose d0 hO (t + h / 2)) i) j
  rw [e1, e2] at hb
  have hi : (2 * h)⁻¹ * (2 * h) = 1 := inv_mul_cancel₀ (mul_ne_zero two_ne_zero hh)
  have key : hst U t h i j - coupling U (t + h / 2) i j
      = (2 * h)⁻¹ * (((U t)ᵀ * U (t + h)) i j - ((U (t + h))ᵀ * U t) i j
        - h * (coupling U (t + h / 2) i j - -coupling U (t + h / 2) i j)) := by
    simp only [hst, Matrix.smul_apply, Matrix.sub_apply, smul_eq_mul]
    linear_combination coupling U (t + h / 2) i j * hi
  rw [key, norm_mul]
  refine (mul_le_mul_of_nonneg_left hb (norm_nonneg _)).trans (le_of_eq ?_)
  have hn : ‖h‖ ≠ 0 := norm_ne_zero_iff.mpr hh
  simp only [norm_inv, norm_mul, norm_pow, Real.norm_ofNat]
  field_simp

/-- Two real states rotating into each other through the angle `t`. -/
def rotation (t : ℝ) : Matrix (Fin 2) (Fin 2) ℝ :=
  !![Real.cos t, -Real.sin t; Real.sin t, Real.cos t]

/-- The two-state rotation is orthogonal at all times and three times continuously
differentiable. -/
theorem rotation_witness : (∀ t, (rotation t)ᵀ * rotation t = 1) ∧
    ∀ i j, ContDiff ℝ 3 fun s => rotation s i j := by
  constructor
  · intro t
    ext i j
    fin_cases i <;> fin_cases j <;>
      simp [rotation, Matrix.mul_apply, Fin.sum_univ_two] <;>
      nlinarith [Real.sin_sq_add_cos_sq t]
  · intro i j
    fin_cases i <;> fin_cases j
    · exact Real.contDiff_cos
    · exact Real.contDiff_sin.neg
    · exact Real.contDiff_sin
    · exact Real.contDiff_cos

/-- For the two-state rotation and steps `0 < h ≤ 1`, the Hammes-Schiffer-Tully formula
misses the midpoint coupling by at least `h²/10`. -/
theorem hst_order_sharp (t : ℝ) {h : ℝ} (h0 : 0 < h) (h1 : h ≤ 1) :
    h ^ 2 / 10 ≤ |hst rotation t h 1 0 - coupling rotation (t + h / 2) 1 0| := by
  have a : hst rotation t h 1 0 = Real.sin h / h := by
    have e : Real.sin h
        = Real.sin (t + h) * Real.cos t - Real.cos (t + h) * Real.sin t := by
      rw [← Real.sin_sub, add_sub_cancel_left]
    rw [e]
    simp only [hst, Matrix.smul_apply, Matrix.sub_apply, Matrix.mul_apply,
      Matrix.transpose_apply, Fin.sum_univ_two, smul_eq_mul]
    show (2 * h)⁻¹ * (-Real.sin t * Real.cos (t + h) + Real.cos t * Real.sin (t + h)
      - (-Real.sin (t + h) * Real.cos t + Real.cos (t + h) * Real.sin t)) = _
    ring
  have b : ∀ s, coupling rotation s 1 0 = 1 := by
    intro s
    simp only [coupling, velocity, Matrix.mul_apply, Matrix.transpose_apply,
      Matrix.of_apply, Fin.sum_univ_two]
    show -Real.sin s * deriv Real.cos s + Real.cos s * deriv Real.sin s = 1
    rw [(Real.hasDerivAt_cos s).deriv, (Real.hasDerivAt_sin s).deriv]
    linear_combination Real.sin_sq_add_cos_sq s
  -- the cubic term of the sine survives as the error
  have c := (abs_le.mp (Real.sin_bound (x := h) (by rwa [abs_of_pos h0]))).2
  rw [abs_of_pos h0] at c
  have p : h ^ 4 ≤ h ^ 3 := pow_le_pow_of_le_one h0.le h1 (by norm_num)
  have q : 0 < h ^ 3 := by positivity
  have r : Real.sin h / h ≤ 1 - h ^ 2 / 10 := by
    rw [div_le_iff₀ h0]
    nlinarith
  rw [a, b]
  have := neg_le_abs (Real.sin h / h - 1)
  linarith

end

end HammesSchifferTully
```

```lean
#print axioms HammesSchifferTully.hst_midpoint
-- 'HammesSchifferTully.hst_midpoint' depends on axioms: [propext, Classical.choice, Quot.sound]
#print axioms HammesSchifferTully.hst_order_sharp
-- 'HammesSchifferTully.hst_order_sharp' depends on axioms: [propext, Classical.choice, Quot.sound]
```

## From the scalar lemmas to the matrix theorem

`isBigO_of_deriv` is the mean value step, applied on the closed interval of radius |x|. `taylor_one` and `taylor_two` use it to obtain the two remainders. `midpoint_pair` applies `taylor_one` to W, rescales h to h/2, and combines the result with the expansions of u and v; the closing `ring` checks the cancellation.

`coupling_transpose` differentiates the orthonormality relation and uses uniqueness of the derivative to obtain antisymmetry. In `hst_midpoint`, `IsBigO.sum` adds the scalar estimates over k, `e1` rewrites the sum in matrix form, and `e2` inserts the antisymmetry. The remaining lines divide the bound C|h|³ by 2|h|, which leaves (C/2)h².

`rotation_witness` confirms that the rotation with θ = t satisfies the hypotheses. `hst_order_sharp` evaluates both sides for it and uses a bound on the remainder of the sine.

## What a step-size argument may take from the theorem

In `hst_midpoint`, `hU` states the smoothness of each entry and `hO` the orthogonality at every time. `velocity` is U′, not a nuclear velocity; `coupling` is d and `hst` is the overlap formula. The conclusion, with `=O[𝓝[≠] 0]`, says that for some constant C the error in entry i, j is at most Ch² for all sufficiently small h ≠ 0 of either sign. The value h = 0 is excluded because Lean sets the inverse of zero to zero, which would make `hst` vanish there.

The constant may depend on t, on the entry and on the family U. The theorem supplies neither its value nor a bound for the accumulated error of a trajectory. For states rotating at a constant rate ω, the error is about |ω|³h²/6, so rapid mixing near an avoided crossing calls for a short step.

Smoothness includes the signs of the states, which a diagonalisation routine chooses arbitrarily. Take the rotation whose angle equals the time, fix a time t, and reverse the sign of φ₀ at all later times. The matrices remain orthogonal, but for small h > 0 the formula gives

(−sin h + sin h)/(2h) = 0,

while the coupling d₁₀ at the midpoint is −1. The error stays at 1 however small the step. The example shows that a jump at t must be excluded; it does not show how many derivatives are needed. In a code, this means aligning the signs of the states between steps before the formula is applied; if the states are smooth apart from these signs and the step is short enough, the sign of each overlap φ_i(t)·φ_i(t+h) shows whether state i has to be reversed.

The theorem also leaves out the passage from a fixed orthonormal basis to atom-centred orbitals that move with the nuclei. There the products of coefficient matrices must be replaced by true overlaps between states at two geometries, which need the overlap matrix between the two sets of orbitals.
